# A trial vector can have the energy of an interior level without being an eigenvector

Suppose that a calculation produces a nonzero trial vector x whose energy agrees with a known level b strictly between the lowest and the highest. This agreement does not show that x is a state of that level, whereas a zero residual Hx − bx does. For H = diag(−1, 0, 1), the vector x = (1, 0, 1) has mean energy 0, which is an eigenvalue of H, yet x is not an eigenvector and is orthogonal to every eigenvector at energy 0.

The same happens for any finite Hermitian matrix when two eigenvectors, one below b and one above, are superposed with suitable weights. At the bottom of the spectrum the energy is enough: a nonzero vector that attains a lower bound of the Rayleigh quotient is an eigenvector. In electronic structure this bears on excited states taken from a finite configuration-interaction matrix in an orthonormal basis.

Apart from diag(−1, 0, 1), the examples below of what fails under weaker hypotheses are short computations in the text, not Lean theorems.

## A finite orthonormal basis

A state is a list of complex amplitudes `x : n → ℂ` over a finite index set `n`, and the Hamiltonian is a complex matrix. The inner product is

⟨x, y⟩ = Σᵢ conj(xᵢ) yᵢ,

written `star x ⬝ᵥ y` in Lean, and `H *ᵥ x` is the matrix acting on the vector.

```lean
import Mathlib

open Matrix
open scoped ComplexOrder

namespace RayleighInteriorEquality

noncomputable section

variable {n : Type*} [Fintype n]
```

The Rayleigh quotient is the mean energy ⟨x, Hx⟩ / ⟨x, x⟩, so x need not be normalised. The definition takes real parts to obtain a real number, which loses nothing when H is Hermitian.

```lean
/-- The Rayleigh quotient `⟨x, H x⟩ / ⟨x, x⟩` of a Hermitian matrix `H`, for a nonzero
trial vector `x`. -/
def rayleigh (H : Matrix n n ℂ) (x : n → ℂ) : ℝ :=
  (star x ⬝ᵥ H *ᵥ x).re / (star x ⬝ᵥ x).re
```

Finiteness makes every inner product a finite sum. For an unbounded operator on an infinite-dimensional space, one must first say for which x the expression ⟨x, Hx⟩ makes sense. The step from the matrix to the full Hamiltonian is therefore left open: an eigenvector of the matrix is in general only an approximation to an eigenstate of the operator it represents.

The trial state for an energy b between a and c is the following superposition. Despite its name, `mixture` is a coherent superposition and not a statistical mixture.

```lean
/-- The superposition `√(c - b) u + √(b - a) w` of two states, for energies `a ≤ b ≤ c`. -/
def mixture (a b c : ℝ) (u w : n → ℂ) : n → ℂ :=
  (Real.sqrt (c - b) : ℂ) • u + (Real.sqrt (b - a) : ℂ) • w
```

The concrete Hamiltonian has levels −1, 0 and 1.

```lean
/-- The three-level Hamiltonian `diag(-1, 0, 1)`. -/
def threeLevel : Matrix (Fin 3) (Fin 3) ℂ := Matrix.diagonal ![-1, 0, 1]
```

## Nonzero trial vectors

A physical state has positive norm, and the quotient is a mean energy only for such a vector. By hand, ⟨x, x⟩ = Σᵢ |xᵢ|² is a sum of nonnegative terms, at least one of them positive if x ≠ 0. The lemma does the same, picking an index `i` at which x does not vanish.

```lean
/-- A nonzero vector has positive squared norm. -/
theorem normSq_pos {x : n → ℂ} (hx : x ≠ 0) : 0 < (star x ⬝ᵥ x).re := by
  have h : (star x ⬝ᵥ x).re = ∑ i, Complex.normSq (x i) := by
    simp [dotProduct, Complex.normSq_apply]
  obtain ⟨i, hi⟩ := Function.ne_iff.1 hx
  rw [h]
  exact Finset.sum_pos' (fun j _ => Complex.normSq_nonneg (x j))
    ⟨i, Finset.mem_univ i, Complex.normSq_pos.2 hi⟩
```

The theorem on lower bounds uses this to multiply out its quotients. There the condition `x ≠ 0` serves only that purpose, since Hx = μx is trivially true for x = 0. The condition `y ≠ 0` inside the bound does matter: Lean sets 0/0 = 0, so without it the bound would demand μ ≤ 0 and exclude positive ground-state energies.

## Hermiticity

Hermiticity, Hᵢⱼ = conj(Hⱼᵢ), expresses that the Hamiltonian is an observable. It moves H across the inner product:

⟨x, Hy⟩ = Σᵢⱼ conj(xᵢ) Hᵢⱼ yⱼ = Σᵢⱼ conj(Hⱼᵢ xᵢ) yⱼ = ⟨Hx, y⟩.

```lean
/-- A Hermitian matrix can be moved from one side of the inner product to the other. -/
theorem hermitian_move {H : Matrix n n ℂ} (hH : H.IsHermitian) (x y : n → ℂ) :
    star x ⬝ᵥ H *ᵥ y = star (H *ᵥ x) ⬝ᵥ y := by
  rw [Matrix.star_mulVec, hH.eq, Matrix.dotProduct_mulVec]
```

With y = x this gives conj⟨x, Hx⟩ = ⟨Hx, x⟩ = ⟨x, Hx⟩, so the expectation value is real.

```lean
/-- The expectation value of a Hermitian matrix is real. -/
theorem expectation_im {H : Matrix n n ℂ} (hH : H.IsHermitian) (x : n → ℂ) :
    (star x ⬝ᵥ H *ᵥ x).im = 0 := by
  have h : star (star x ⬝ᵥ H *ᵥ x) = star x ⬝ᵥ H *ᵥ x := by
    conv_rhs => rw [Matrix.star_dotProduct, ← hermitian_move hH]
  exact Complex.conj_eq_iff_im.1 h
```

If Hu = au and Hv = bv with a and b real, then

b⟨u, v⟩ = ⟨u, Hv⟩ = ⟨Hu, v⟩ = a⟨u, v⟩,

hence (a − b)⟨u, v⟩ = 0, and ⟨u, v⟩ = 0 if a ≠ b. The Lean proof obtains this product as `h0` and cancels the nonzero factor.

```lean
/-- Eigenvectors of a Hermitian matrix at different energies are orthogonal. -/
theorem eigenvectors_orthogonal {H : Matrix n n ℂ} (hH : H.IsHermitian) {a b : ℝ}
    (hab : a ≠ b) {u v : n → ℂ} (hu : H *ᵥ u = (a : ℂ) • u) (hv : H *ᵥ v = (b : ℂ) • v) :
    star u ⬝ᵥ v = 0 := by
  have h := hermitian_move hH u v
  simp only [hu, hv, dotProduct_smul, star_smul, smul_dotProduct, Complex.star_def,
    Complex.conj_ofReal, smul_eq_mul] at h
  have h0 : ((a : ℂ) - b) * (star u ⬝ᵥ v) = 0 := by linear_combination -h
  exact (mul_eq_zero.1 h0).resolve_left (sub_ne_zero.2 (by exact_mod_cast hab))
```

Being diagonalisable with real eigenvalues is not enough for the superposition result. The matrix with rows (0, 1) and (0, 1) has normalised eigenvectors (1, 0) at energy 0 and (1, 1)/√2 at energy 1. They overlap, and for b = 1/4 the superposition has a quotient of about 0.345. The lower-bound result also needs more than an arbitrary matrix: for rows (0, 1) and (−1, 0), the real part of ⟨x, Hx⟩ is 0 for every x, so 0 is a bound attained everywhere, yet H(1, 0) = (0, −1).

## Two normalised eigenvectors

Let u and w be stationary states of unit norm with Hu = au and Hw = cw, where a < c. In Lean these are the hypotheses `hu`, `hw`, `hu1` and `hw1`. Write s = √(c − b), t = √(b − a) and x = su + tw. Since ⟨u, w⟩ = 0,

Hx = sa u + tc w,

⟨x, x⟩ = s² + t² = (c − b) + (b − a) = c − a,

⟨x, Hx⟩ = a s² + c t² = a(c − b) + c(b − a) = b(c − a).

The quotient is therefore b. After normalisation, the probabilities of finding the energies a and c are (c − b)/(c − a) and (b − a)/(c − a).

Orthonormal states with mean energies a and c would not suffice in place of eigenvectors. If ⟨u, Hw⟩ is a real number k ≠ 0, the quotient becomes b + 2stk/(c − a). Normalisation fixes the weights: nonzero eigenvectors of unequal norm shift the mean away from b, whereas a common nonzero norm would cancel.

## An energy strictly between two levels

The condition a < b < c says that the target energy lies inside the interval, so both s and t are positive. Suppose that Hx = μx for some complex μ. Projecting on u and on w gives

sa = μs and tc = μt,

so a = μ = c, a contradiction. Now let Hv = bv. Because b differs from both a and c, v is orthogonal to u and to w, and

⟨v, x⟩ = s⟨v, u⟩ + t⟨v, w⟩ = 0.

Neither inequality can be relaxed to ≤ while the other stays strict. At b = a the superposition is √(c − a) u, an eigenvector that is not orthogonal to the solution v = u; at b = c the same happens with w.

The theorem joins the three conclusions: the quotient is b, no complex μ satisfies the eigenvalue equation, and every solution v of Hv = bv is orthogonal to x. It does not assume that b is an eigenvalue. If b is not one, as is always the case for a two-level system, v = 0 is the only solution and the third conclusion says nothing new.

```lean
/-- Let `u` and `w` be normalised eigenvectors of a Hermitian matrix at energies `a < c`, and let
`a < b < c`. Their superposition `√(c - b) u + √(b - a) w` has Rayleigh quotient `b`, is not an
eigenvector, and is orthogonal to every solution of `H v = b v`. -/
theorem interior_value_without_eigenvector {H : Matrix n n ℂ} (hH : H.IsHermitian)
    {a b c : ℝ} (hab : a < b) (hbc : b < c) {u w : n → ℂ}
    (hu : H *ᵥ u = (a : ℂ) • u) (hw : H *ᵥ w = (c : ℂ) • w)
    (hu1 : star u ⬝ᵥ u = 1) (hw1 : star w ⬝ᵥ w = 1) :
    rayleigh H (mixture a b c u w) = b ∧
    (∀ μ : ℂ, H *ᵥ mixture a b c u w ≠ μ • mixture a b c u w) ∧
    (∀ v : n → ℂ, H *ᵥ v = (b : ℂ) • v → star v ⬝ᵥ mixture a b c u w = 0) := by
  have huw : star u ⬝ᵥ w = 0 := eigenvectors_orthogonal hH (hab.trans hbc).ne hu hw
  have hwu : star w ⬝ᵥ u = 0 := eigenvectors_orthogonal hH (hab.trans hbc).ne' hw hu
  have hs : Real.sqrt (c - b) * Real.sqrt (c - b) = c - b :=
    Real.mul_self_sqrt (by linarith)
  have ht : Real.sqrt (b - a) * Real.sqrt (b - a) = b - a :=
    Real.mul_self_sqrt (by linarith)
  have hs0 : Real.sqrt (c - b) ≠ 0 := (Real.sqrt_pos.2 (by linarith)).ne'
  have ht0 : Real.sqrt (b - a) ≠ 0 := (Real.sqrt_pos.2 (by linarith)).ne'
  unfold mixture
  generalize Real.sqrt (c - b) = s at *
  generalize Real.sqrt (b - a) = t at *
  -- the Hamiltonian multiplies each component by its own energy
  have hact : H *ᵥ ((s : ℂ) • u + (t : ℂ) • w)
      = ((s : ℂ) * a) • u + ((t : ℂ) * c) • w := by
    rw [Matrix.mulVec_add, Matrix.mulVec_smul, Matrix.mulVec_smul, hu, hw, smul_smul, smul_smul]
  have hov : ∀ p q : ℂ, star ((s : ℂ) • u + (t : ℂ) • w) ⬝ᵥ (p • u + q • w)
      = s * p + t * q := by
    intro p q
    simp only [star_add, star_smul, add_dotProduct, dotProduct_add, smul_dotProduct,
      dotProduct_smul, smul_eq_mul, hu1, hw1, huw, hwu, Complex.star_def, Complex.conj_ofReal]
    ring
  refine ⟨?_, ?_, ?_⟩
  · -- the weights are chosen so that the mean energy is `b`
    have hpos : 0 < s * s + t * t := by rw [hs, ht]; linarith
    unfold rayleigh
    rw [hact, hov, hov]
    simp only [← Complex.ofReal_mul, ← Complex.ofReal_add, Complex.ofReal_re]
    rw [div_eq_iff hpos.ne']
    linear_combination (a - b) * hs + (c - b) * ht
  · -- projecting on `u` and on `w` would give `a = μ = c`
    intro μ h
    rw [hact] at h
    have h1 := congrArg (fun y => star u ⬝ᵥ y) h
    have h2 := congrArg (fun y => star w ⬝ᵥ y) h
    simp only [dotProduct_add, dotProduct_smul, hu1, huw, smul_eq_mul, mul_one, mul_zero,
      add_zero] at h1
    simp only [dotProduct_add, dotProduct_smul, hw1, hwu, smul_eq_mul, mul_one, mul_zero,
      zero_add] at h2
    have e1 : (a : ℂ) = μ :=
      mul_left_cancel₀ (Complex.ofReal_ne_zero.2 hs0) (h1.trans (mul_comm _ _))
    have e2 : (c : ℂ) = μ :=
      mul_left_cancel₀ (Complex.ofReal_ne_zero.2 ht0) (h2.trans (mul_comm _ _))
    have e3 : a = c := Complex.ofReal_injective (e1.trans e2.symm)
    linarith
  · intro v hv
    rw [dotProduct_add, dotProduct_smul, dotProduct_smul,
      eigenvectors_orthogonal hH hab.ne' hv hu, eigenvectors_orthogonal hH hbc.ne hv hw,
      smul_zero, smul_zero, add_zero]
```

The proof first obtains `huw` and `hwu` from Hermiticity and then names the square roots `s` and `t`, keeping only their squares and the fact that they are nonzero. `hact` is the formula for Hx. `hov` computes ⟨x, pu + qw⟩ = sp + tq for any p and q, which yields both the energy and the norm. The first part clears the denominator and closes with `linear_combination`, using s² = c − b and t² = b − a. The second takes the two projections `h1` and `h2` and cancels s and t, which are nonzero by the strict inequalities. The third applies `eigenvectors_orthogonal` twice, using b ≠ a and b ≠ c.

## A lower bound that is attained

The hypothesis `hmin` says that no state has mean energy below the real number μ, and `hxμ` says that x reaches it. Put K = H − μ. For every y,

⟨y, Ky⟩ = ⟨y, Hy⟩ − μ⟨y, y⟩ ≥ 0,

with equality at y = x. Let z = Kx. Since K is Hermitian, ⟨x, Kz⟩ = ⟨z, z⟩ = ⟨z, Kx⟩, so for every real ε > 0

0 ≤ ⟨x − εz, K(x − εz)⟩ = −2ε⟨z, z⟩ + ε²⟨z, Kz⟩.

Dividing by ε gives 2⟨z, z⟩ ≤ ε⟨z, Kz⟩. Letting ε → 0 gives z = 0, that is, Hx = μx.

```lean
/-- If `μ` is a lower bound of the Rayleigh quotient of a Hermitian matrix and a nonzero vector
`x` attains it, then `H x = μ x`. -/
theorem eigenvector_of_attains_lower_bound {H : Matrix n n ℂ} (hH : H.IsHermitian) {μ : ℝ}
    (hmin : ∀ y : n → ℂ, y ≠ 0 → μ ≤ rayleigh H y) {x : n → ℂ} (hx : x ≠ 0)
    (hxμ : rayleigh H x = μ) : H *ᵥ x = (μ : ℂ) • x := by
  classical
  have hK : (H - (μ : ℂ) • (1 : Matrix n n ℂ)).IsHermitian :=
    hH.sub (by simp [Matrix.IsHermitian, Matrix.conjTranspose_smul])
  have hap : ∀ y, (H - (μ : ℂ) • (1 : Matrix n n ℂ)) *ᵥ y = H *ᵥ y - (μ : ℂ) • y := by
    intro y
    rw [Matrix.sub_mulVec, Matrix.smul_mulVec, Matrix.one_mulVec]
  have hre : ∀ y, (star y ⬝ᵥ (H - (μ : ℂ) • (1 : Matrix n n ℂ)) *ᵥ y).re
      = (star y ⬝ᵥ H *ᵥ y).re - μ * (star y ⬝ᵥ y).re := by
    intro y
    rw [hap, dotProduct_sub, dotProduct_smul, smul_eq_mul, Complex.sub_re,
      Complex.re_ofReal_mul]
  -- the shifted Hamiltonian is positive semidefinite
  have hpsd : (H - (μ : ℂ) • (1 : Matrix n n ℂ)).PosSemidef := by
    refine Matrix.PosSemidef.of_dotProduct_mulVec_nonneg hK fun y => ?_
    refine Complex.nonneg_iff.2 ⟨?_, (expectation_im hK y).symm⟩
    rw [hre]
    by_cases hy : y = 0
    · simp [hy]
    · exact sub_nonneg.2 ((le_div_iff₀ (normSq_pos hy)).1 (hmin y hy))
  -- its expectation value vanishes at `x`, so it annihilates `x`
  have hzero : star x ⬝ᵥ (H - (μ : ℂ) • (1 : Matrix n n ℂ)) *ᵥ x = 0 := by
    refine Complex.ext ?_ (expectation_im hK x)
    rw [hre, Complex.zero_re]
    exact sub_eq_zero.2 ((div_eq_iff (normSq_pos hx).ne').1 hxμ)
  have h := (hpsd.dotProduct_mulVec_zero_iff x).1 hzero
  rw [hap] at h
  exact sub_eq_zero.1 h
```

In Lean, `hre` is the formula for the shifted expectation value, `hpsd` states that K is positive semidefinite, and `hzero` that its expectation value vanishes at x. The ε argument is replaced by Mathlib's `dotProduct_mulVec_zero_iff`, which says that a positive semidefinite matrix annihilates such a vector. The theorem takes the bound and its attainment as given; it does not prove that a minimising vector exists.

If μ is merely an eigenvalue that the quotient of x equals, the conclusion can fail, as the three-level system shows.

## The three-level system, with nothing left to assume

For H = diag(−1, 0, 1), the vector (0, 1, 0) is nonzero and H sends it to 0, so 0 is an eigenvalue. For x = (1, 0, 1),

Hx = (−1, 0, 1), ⟨x, Hx⟩ = −1 + 1 = 0, ⟨x, x⟩ = 2,

and the quotient is 0. The normalised state is x/√2, with probability 1/2 at each of the energies −1 and 1. If Hx = μx, component 0 gives μ = −1 and component 2 gives μ = 1, which is impossible. If Hv = 0, then (−v₀, 0, v₂) = 0, so v₀ = v₂ = 0 and ⟨v, x⟩ = conj(v₀) + conj(v₂) = 0.

```lean
/-- For `H = diag(-1, 0, 1)` the vector `(0, 1, 0)` is an eigenvector at energy `0`. The vector
`x = (1, 0, 1)` has Rayleigh quotient `0`, but it is not an eigenvector of `H` and is orthogonal
to the whole eigenspace of `0`. -/
theorem threeLevel_counterexample :
    threeLevel *ᵥ ![0, 1, 0] = 0 ∧
    rayleigh threeLevel ![1, 0, 1] = 0 ∧
    (∀ μ : ℂ, threeLevel *ᵥ ![1, 0, 1] ≠ μ • ![1, 0, 1]) ∧
    (∀ v : Fin 3 → ℂ, threeLevel *ᵥ v = 0 → star v ⬝ᵥ ![1, 0, 1] = 0) := by
  refine ⟨?_, ?_, ?_, ?_⟩
  · ext i
    fin_cases i <;> simp [threeLevel, Matrix.mulVec_diagonal]
  · simp [rayleigh, threeLevel, Matrix.mulVec_diagonal, dotProduct, Fin.sum_univ_three]
  · -- the first and last components demand different eigenvalues
    intro μ h
    have h0 : (-1 : ℂ) = μ := by
      simpa [threeLevel, Matrix.mulVec_diagonal] using congrFun h 0
    have h2 : (1 : ℂ) = μ := by
      simpa [threeLevel, Matrix.mulVec_diagonal] using congrFun h 2
    have h3 : (1 : ℂ) = -1 := h2.trans h0.symm
    norm_num at h3
  · intro v h
    have h0 : v 0 = 0 := by
      simpa [threeLevel, Matrix.mulVec_diagonal] using congrFun h 0
    have h2 : v 2 = 0 := by
      simpa [threeLevel, Matrix.mulVec_diagonal] using congrFun h 2
    simp [dotProduct, Fin.sum_univ_three, h0, h2]

end

end RayleighInteriorEquality
```

The four parts of the Lean statement are these four facts, with the eigenspace of 0 expressed as the set of all v satisfying `threeLevel *ᵥ v = 0`. The proof works directly with components: `congrFun h 0` and `congrFun h 2` extract the two outer equations from a vector identity. The example is also the superposition above with a = −1, b = 0 and c = 1, where s = t = 1.

```lean
#print axioms RayleighInteriorEquality.interior_value_without_eigenvector
#print axioms RayleighInteriorEquality.eigenvector_of_attains_lower_bound
#print axioms RayleighInteriorEquality.threeLevel_counterexample
```

```
'RayleighInteriorEquality.interior_value_without_eigenvector' depends on axioms: [propext, Classical.choice, Quot.sound]
'RayleighInteriorEquality.eigenvector_of_attains_lower_bound' depends on axioms: [propext, Classical.choice, Quot.sound]
'RayleighInteriorEquality.threeLevel_counterexample' depends on axioms: [propext, Classical.choice, Quot.sound]
```
